# Darwin and spin-orbit terms from the double commutator $[\sigma\cdot p,[\sigma\cdot p,V]]$

## Physical setting

A formal statement about the Pauli Hamiltonian must first decide what kind of object the momentum and the potential are. As operators on square-integrable functions the momentum components are unbounded, and so are potentials such as the Coulomb potential, so a product such as $pVp$ raises a question of domain. The choice made here avoids this: the three momentum components and the potential are elements of an arbitrary associative complex algebra $A$ with unit, and the only property assumed is that the momentum components commute with one another. Spin is added by passing to $2\times2$ matrices with entries in $A$.

Indices run over $0,1,2$ for the directions $x,y,z$, as in the code. The momentum components are $p_0,p_1,p_2\in A$, the potential energy is $V\in A$, the Pauli matrices are $\sigma_0,\sigma_1,\sigma_2$ (that is, $\sigma_x,\sigma_y,\sigma_z$; none of them is the unit matrix), and $\varepsilon_{ijk}$ is the Levi-Civita symbol with $\varepsilon_{012}=1$. The commutator is $[x,y]=xy-yx$. For triples $a,b$ of elements of $A$,

$$\sigma\cdot a=\sum_k\sigma_k a_k=\begin{pmatrix}a_2 & a_0-ia_1\\ a_0+ia_1 & -a_2\end{pmatrix},\qquad (a\times b)_k=\sum_{i,j}\varepsilon_{ijk}\,a_ib_j ,$$

and $a\cdot b=\sum_k a_kb_k$, always with $a$ to the left of $b$. A spin-free operator $x\in A$ acts on two components as $x\mathbb 1$, the diagonal matrix with $x$ in both places.

Units are $\hbar=m=1$, and $\alpha=1/c$ with $c$ the speed of light. With $P=\sigma\cdot p$ and the rest energy removed, the Hamiltonian under study is

$$H=\tfrac12P^2+V\mathbb 1-\tfrac{\alpha^2}{8}P^4-\tfrac{\alpha^2}{8}\,[P,[P,V\mathbb 1]] .$$

This is the form that the Foldy-Wouthuysen expansion of the Dirac Hamiltonian gives through order $1/c^2$ for the upper two components, when $V$ is the potential energy of the electron in a static electric field; here it is a definition and the starting point. For one electron without a magnetic field and at this order only, the identity below separates the spin-free (scalar-relativistic) part of a two-component Hamiltonian from its spin-orbit part.

## Statement

Let $[p_i,p_j]=0$ for all $i,j$, let $V$ be arbitrary, and write $q_k=[p_k,V]$ and $p^2=\sum_k p_k^2$. Then `sigmaDot_sq` says

$$P^2=p^2\,\mathbb 1 ,$$

and `double_commutator` says

$$[P,[P,V\mathbb 1]]=\sum_k[p_k,[p_k,V]]\,\mathbb 1-2i\,\sigma\cdot(q\times p).$$

Define the Darwin and spin-orbit operators by

$$D=-\tfrac{\alpha^2}{8}\sum_k[p_k,[p_k,V]],\qquad S=\tfrac{i\alpha^2}{4}\,\sigma\cdot(q\times p).$$

For every real $\alpha$, `pauliHam_split` says

$$H=\Big(\tfrac12p^2+V-\tfrac{\alpha^2}{8}(p^2)^2+D\Big)\mathbb 1+S .$$

A concrete model gives these operators their familiar form. Let $A$ be the linear maps on complex polynomials in coordinates $x_0,x_1,x_2$, let $\partial_k$ be the partial derivative with respect to $x_k$, let $p_k=-i\partial_k$, and let $V$ be multiplication by a polynomial $v$. Then `opComm_mom` gives $[p_k,v]=-i(\partial_kv)$, and `darwin_spinOrbit_poly` gives

$$D=\tfrac{\alpha^2}{8}(\nabla^2v),\qquad S=\tfrac{\alpha^2}{4}\,\sigma\cdot(\nabla v\times p),$$

where $\nabla^2v=\sum_k\partial_k\partial_kv$ and the components $\partial_iv$ of $\nabla v$ act by multiplication. Finally `mom_witness` says that these $p_k$ commute pairwise and that $(q\times p)_2\neq0$ for $v=x_0$.

## Derivation

**Dirac identity.** The Pauli matrices have complex entries, so they pass through elements of $A$, and $\sigma_i\sigma_j=\delta_{ij}\mathbb 1+i\sum_k\varepsilon_{ijk}\sigma_k$ with $\delta_{ij}$ the Kronecker symbol. Hence for any triples $a,b$, commuting or not,

$$(\sigma\cdot a)(\sigma\cdot b)=\sum_{i,j}\sigma_i\sigma_j\,a_ib_j=(a\cdot b)\mathbb 1+i\,\sigma\cdot(a\times b).$$

**The square of $P$.** Put $a=b=p$. The components of $p\times p$ are $[p_1,p_2]$, $[p_2,p_0]$ and $[p_0,p_1]$, which vanish, so $P^2=p^2\mathbb 1$ and $P^4=(p^2)^2\mathbb 1$.

**First commutator.** Since $V\mathbb 1$ commutes with the Pauli matrices, $[P,V\mathbb 1]=\sum_k\sigma_k[p_k,V]=\sigma\cdot q$.

**Second commutator.** The Dirac identity applied to both orders of the product gives

$$[P,\sigma\cdot q]=(p\cdot q-q\cdot p)\mathbb 1+i\,\sigma\cdot(p\times q-q\times p).$$

The spin-free part is $\sum_k(p_kq_k-q_kp_k)=\sum_k[p_k,[p_k,V]]$. For the spin part, insert $q_k=p_kV-Vp_k$ into a general component of $p\times q+q\times p$:

$$\begin{aligned}&p_iq_j-p_jq_i+q_ip_j-q_jp_i\\&\quad=(p_ip_jV-p_iVp_j)-(p_jp_iV-p_jVp_i)+(p_iVp_j-Vp_ip_j)-(p_jVp_i-Vp_jp_i)\\&\quad=[p_i,p_j]V-V[p_i,p_j].\end{aligned}$$

The terms with $V$ in the middle cancel in pairs, and the remainder vanishes for commuting momenta. With $(i,j)=(1,2),(2,0),(0,1)$ this gives the three components of $p\times q=-q\times p$. The spin part becomes $i\,\sigma\cdot(-2\,q\times p)$, which is the second term of the double commutator.

**Splitting of $H$.** Multiplying the double commutator by $-\alpha^2/8$ turns the spin-free part into $D\mathbb 1$ and the coefficient $-2i$ into $i\alpha^2/4$, which gives $S$. The other three terms of $H$ are multiples of $\mathbb 1$ by the formulas for $P^2$ and $P^4$.

**Polynomial model.** For a polynomial $f$ the product rule gives $[p_k,v]f=-i\partial_k(vf)+iv\,\partial_kf=-i(\partial_kv)f$. Using this once more with $\partial_kv$ in place of $v$, $[p_k,[p_k,v]]=(-i)^2(\partial_k\partial_kv)=-(\partial_k\partial_kv)$, so $D=+\tfrac{\alpha^2}{8}\nabla^2v$. With $q=-i\nabla v$ the prefactor of $S$ is $\tfrac{i\alpha^2}{4}(-i)=\tfrac{\alpha^2}{4}$. For $v=x_0$ one has $q_0=-i$ and $q_1=0$, so $(q\times p)_2=q_0p_1-q_1p_0=-ip_1=-\partial_1$, which sends $x_1$ to $-1$.

## What the formal version assumes

The algebra enters as `[Ring A] [Algebra ℂ A]`: associative, with unit, not assumed commutative, and of any dimension. A vector of operators is a function `Fin 3 → A`, and a two-component operator is a `Matrix (Fin 2) (Fin 2) A`. The embedding $x\mapsto x\mathbb 1$ is `Matrix.scalar (Fin 2)`. In `sigmaDot a` each complex entry $z$ of `pauli k` is replaced by `z • a k` and the three matrices are added; `cross a b k` is $(a\times b)_k$ with the order `a i * b j`; and $q$ appears as `fun i => opComm (p i) V`. The spin-orbit vector is therefore $q\times p$ with the commutator on the left, which on polynomials means that $p$ differentiates the wave function first and $\nabla v$ multiplies afterwards.

The one hypothesis is `∀ i j, Commute (p i) (p j)`, named `hp`. It is assumed in `sigmaDot_sq`, `double_commutator` and `pauliHam_split`, and is absent from `dirac_identity` and `opComm_sigmaDot_scalar`. Physically it excludes a magnetic field, because the components of the kinetic momentum in a field do not commute; spin-Zeeman terms are not covered. The potential is spin-free by construction and otherwise unrestricted: it need not be local, and no canonical commutation relation is used in the abstract part.

`pauliHam` is defined by the four-term expression for $H$. The Foldy-Wouthuysen transformation that leads to it, its unitarity, and the size of the neglected higher orders in $1/c$ are not treated; the theorems are exact algebraic rearrangements of the truncated operator. The parameter `α` is any real number, so no division by $c$ occurs and no smallness is required. There is no adjoint, inner product or topology, so nothing is said about hermiticity, domains or spectra.

In the model, `Poly` is `MvPolynomial (Fin 3) ℂ`, the algebra is `Module.End ℂ Poly`, `mom k` is $-i\partial_k$ with $\partial_k$ given by `pderiv k`, and `mulOp v` is multiplication by $v$, which may have complex coefficients. Nonzero polynomials are not normalisable states, and the Coulomb potential, whose Laplacian is a multiple of a delta function at the nucleus, is not a polynomial. The formulas for $D$ and $S$ in terms of $\nabla v$ are thus proved for polynomial potentials only. `mom_witness` supplies `hp` for `mom`, so the abstract theorems apply to the model, and it concerns the vector component with index 2, not the matrix $S$, which is zero at $\alpha=0$.

## The Lean file

```lean
import Mathlib

open Complex (I)
open MvPolynomial

namespace PauliDoubleCommutator

noncomputable section

variable {A : Type*} [Ring A] [Algebra ℂ A]

/-- The commutator `[x, y] = xy - yx`. -/
def opComm {R : Type*} [Ring R] (x y : R) : R := x * y - y * x

/-- The three Pauli matrices. -/
def pauli : Fin 3 → Matrix (Fin 2) (Fin 2) ℂ :=
  ![!![0, 1; 1, 0], !![0, -I; I, 0], !![1, 0; 0, -1]]

/-- The Levi-Civita symbol `ε_ijk`. -/
def eps : Fin 3 → Fin 3 → Fin 3 → ℂ :=
  ![![![0, 0, 0], ![0, 0, 1], ![0, -1, 0]], ![![0, 0, -1], ![0, 0, 0], ![1, 0, 0]],
    ![![0, 1, 0], ![-1, 0, 0], ![0, 0, 0]]]

/-- The two-component operator `σ·a = ∑ σ_k a_k` for a vector of operators `a`. -/
def sigmaDot (a : Fin 3 → A) : Matrix (Fin 2) (Fin 2) A :=
  ∑ k, (pauli k).map fun z => z • a k

/-- The ordered cross product `(a × b)_k = ∑ ε_ijk a_i b_j` of operator vectors. -/
def cross (a b : Fin 3 → A) (k : Fin 3) : A := ∑ i, ∑ j, eps i j k • (a i * b j)

/-- The Darwin operator `-(α²/8) ∑ [p_k, [p_k, V]]`, with `α = 1/c`. -/
def darwin (α : ℝ) (p : Fin 3 → A) (V : A) : A :=
  (-((α : ℂ) ^ 2 / 8)) • ∑ k, opComm (p k) (opComm (p k) V)

/-- The spin-orbit operator `(iα²/4) σ·([p, V] × p)`, with `α = 1/c`. -/
def spinOrbit (α : ℝ) (p : Fin 3 → A) (V : A) : Matrix (Fin 2) (Fin 2) A :=
  (I * (α : ℂ) ^ 2 / 4) • sigmaDot (cross (fun i => opComm (p i) V) p)

/-- The Pauli Hamiltonian `P²/2 + V - α²P⁴/8 - α²[P,[P,V]]/8` with `P = σ·p`, `α = 1/c`. -/
def pauliHam (α : ℝ) (p : Fin 3 → A) (V : A) : Matrix (Fin 2) (Fin 2) A :=
  (1 / 2 : ℂ) • sigmaDot p ^ 2 + Matrix.scalar (Fin 2) V - ((α : ℂ) ^ 2 / 8) • sigmaDot p ^ 4
    - ((α : ℂ) ^ 2 / 8) • opComm (sigmaDot p) (opComm (sigmaDot p) (Matrix.scalar (Fin 2) V))

/-- The components of the ordered cross product written out. -/
theorem cross_eq (a b : Fin 3 → A) :
    cross a b = ![a 1 * b 2 - a 2 * b 1, a 2 * b 0 - a 0 * b 2, a 0 * b 1 - a 1 * b 0] := by
  funext k
  fin_cases k <;> simp [cross, eps, Fin.sum_univ_three] <;> abel

/-- The operator `σ·a` as an explicit 2×2 matrix. -/
theorem sigmaDot_eq (a : Fin 3 → A) :
    sigmaDot a = !![a 2, a 0 - I • a 1; a 0 + I • a 1, -a 2] := by
  ext r s
  fin_cases r <;> fin_cases s <;>
    simp [sigmaDot, pauli, Matrix.sum_apply, Fin.sum_univ_three]
  all_goals abel

/-- Dirac identity for non-commuting components: `(σ·a)(σ·b) = a·b + i σ·(a × b)`. -/
theorem dirac_identity (a b : Fin 3 → A) :
    sigmaDot a * sigmaDot b
      = Matrix.scalar (Fin 2) (∑ k, a k * b k) + I • sigmaDot (cross a b) := by
  rw [sigmaDot_eq a, sigmaDot_eq b, sigmaDot_eq (cross a b), cross_eq]
  ext r s
  fin_cases r <;> fin_cases s <;>
    simp [Matrix.mul_apply, Fin.sum_univ_two, Fin.sum_univ_three, mul_add, add_mul, mul_sub,
      sub_mul, smul_add, smul_sub, smul_smul] <;>
    module

/-- For commuting momentum components `(σ·p)² = ∑ p_k²`. -/
theorem sigmaDot_sq (p : Fin 3 → A) (hp : ∀ i j, Commute (p i) (p j)) :
    sigmaDot p ^ 2 = Matrix.scalar (Fin 2) (∑ k, p k ^ 2) := by
  have h0 : cross p p = 0 := by
    rw [cross_eq]
    funext k
    fin_cases k
    · exact sub_eq_zero.mpr (hp 1 2).eq
    · exact sub_eq_zero.mpr (hp 2 0).eq
    · exact sub_eq_zero.mpr (hp 0 1).eq
  have hz : sigmaDot (0 : Fin 3 → A) = 0 := by
    ext r s
    simp [sigmaDot, Matrix.sum_apply]
  rw [sq, dirac_identity, h0, hz]
  simp only [smul_zero, add_zero, sq]

/-- For a spin-free potential `[σ·p, V] = σ·[p, V]`. -/
theorem opComm_sigmaDot_scalar (p : Fin 3 → A) (V : A) :
    opComm (sigmaDot p) (Matrix.scalar (Fin 2) V) = sigmaDot fun k => opComm (p k) V := by
  ext r s
  simp only [opComm, Matrix.scalar_apply, Matrix.sub_apply, Matrix.mul_diagonal,
    Matrix.diagonal_mul, sigmaDot, Matrix.sum_apply, Matrix.map_apply, Finset.sum_mul,
    Finset.mul_sum, Finset.sum_sub_distrib, smul_mul_assoc, mul_smul_comm, smul_sub]

/-- For commuting momenta and `P = σ·p`:
`[P,[P,V]] = ∑ [p_k,[p_k,V]] - 2i ∑ ε_ijk σ_k [p_i,V] p_j`. -/
theorem double_commutator (p : Fin 3 → A) (hp : ∀ i j, Commute (p i) (p j)) (V : A) :
    opComm (sigmaDot p) (opComm (sigmaDot p) (Matrix.scalar (Fin 2) V))
      = Matrix.scalar (Fin 2) (∑ k, opComm (p k) (opComm (p k) V))
        - (2 * I) • sigmaDot (cross (fun i => opComm (p i) V) p) := by
  -- commuting momenta give p × [p,V] = -[p,V] × p
  have key : ∀ i j, p i * opComm (p j) V - p j * opComm (p i) V
      = -(opComm (p i) V * p j - opComm (p j) V * p i) := by
    intro i j
    have h : p i * opComm (p j) V - p j * opComm (p i) V
        - -(opComm (p i) V * p j - opComm (p j) V * p i)
        = (p i * p j - p j * p i) * V - V * (p i * p j - p j * p i) := by
      unfold opComm
      noncomm_ring
    rw [sub_eq_zero.mpr (hp i j).eq, zero_mul, mul_zero, sub_zero] at h
    exact sub_eq_zero.mp h
  have hx : cross p (fun i => opComm (p i) V) = -cross (fun i => opComm (p i) V) p := by
    rw [cross_eq, cross_eq]
    funext k
    fin_cases k
    · exact key 1 2
    · exact key 2 0
    · exact key 0 1
  have hneg : ∀ c : Fin 3 → A, sigmaDot (-c) = -sigmaDot c := by
    intro c
    ext r s
    simp [sigmaDot, Matrix.sum_apply]
  have hs : ∑ k, opComm (p k) (opComm (p k) V)
      = ∑ k, p k * opComm (p k) V - ∑ k, opComm (p k) V * p k := by
    rw [← Finset.sum_sub_distrib]
    rfl
  -- the Dirac identity for both orders of the product
  rw [opComm_sigmaDot_scalar, hs, map_sub, opComm, dirac_identity, dirac_identity, hx, hneg]
  module

/-- For commuting momenta the Pauli Hamiltonian is the spin-free operator
`p²/2 + V - α²(p²)²/8 + Darwin` plus the spin-orbit operator. -/
theorem pauliHam_split (α : ℝ) (p : Fin 3 → A) (hp : ∀ i j, Commute (p i) (p j)) (V : A) :
    pauliHam α p V
      = Matrix.scalar (Fin 2) ((1 / 2 : ℂ) • (∑ k, p k ^ 2) + V
          - ((α : ℂ) ^ 2 / 8) • (∑ k, p k ^ 2) ^ 2 + darwin α p V) + spinOrbit α p V := by
  have hs : ∀ (z : ℂ) (a : A), Matrix.scalar (Fin 2) (z • a) = z • Matrix.scalar (Fin 2) a := by
    intro z a
    ext r s
    by_cases h : r = s <;> simp [h]
  have h4 : sigmaDot p ^ 4 = (sigmaDot p ^ 2) ^ 2 := pow_mul _ 2 2
  unfold pauliHam darwin spinOrbit
  rw [h4, sigmaDot_sq p hp, double_commutator p hp]
  simp only [map_add, map_sub, hs, map_pow]
  module

/-- Complex polynomials in the three Cartesian coordinates. -/
abbrev Poly := MvPolynomial (Fin 3) ℂ

/-- The momentum operator `p_k = -i ∂_k` on polynomials. -/
def mom (k : Fin 3) : Module.End ℂ Poly :=
  (-I) • (pderiv k : Derivation ℂ Poly Poly).toLinearMap

/-- Multiplication by a polynomial potential `v`. -/
def mulOp (v : Poly) : Module.End ℂ Poly := LinearMap.mulLeft ℂ v

/-- On polynomials `[p_k, v] = -i ∂_k v`. -/
theorem opComm_mom (k : Fin 3) (v : Poly) :
    opComm (mom k) (mulOp v) = (-I) • mulOp (pderiv k v) := by
  refine LinearMap.ext fun f => ?_
  simp only [opComm, mom, mulOp, LinearMap.sub_apply, Module.End.mul_apply,
    LinearMap.smul_apply, LinearMap.mulLeft_apply, Derivation.coeFn_coe, Derivation.leibniz,
    smul_eq_mul, mul_smul_comm]
  rw [mul_comm f]
  module

/-- On polynomials the Darwin operator is `(α²/8) ∇²v` and the spin-orbit operator is
`(α²/4) σ·(∇v × p)`. -/
theorem darwin_spinOrbit_poly (α : ℝ) (v : Poly) :
    darwin α mom (mulOp v) = ((α : ℂ) ^ 2 / 8) • mulOp (∑ k, pderiv k (pderiv k v)) ∧
    spinOrbit α mom (mulOp v)
      = ((α : ℂ) ^ 2 / 4) • sigmaDot (cross (fun i => mulOp (pderiv i v)) mom) := by
  constructor
  · have h2 : ∀ k, opComm (mom k) (opComm (mom k) (mulOp v))
        = -mulOp (pderiv k (pderiv k v)) := by
      intro k
      have hl : ∀ (z : ℂ) (a b : Module.End ℂ Poly), opComm a (z • b) = z • opComm a b := by
        intro z a b
        simp only [opComm, smul_sub, smul_mul_assoc, mul_smul_comm]
      rw [opComm_mom k v, hl, opComm_mom k (pderiv k v), smul_smul]
      simp
    have hm : ∀ a b : Poly, mulOp (a + b) = mulOp a + mulOp b := fun a b =>
      LinearMap.ext fun f => by simp [mulOp, add_mul]
    simp only [darwin, h2, Fin.sum_univ_three, hm]
    module
  · have hc : cross (fun i => opComm (mom i) (mulOp v)) mom
        = (-I) • cross (fun i => mulOp (pderiv i v)) mom := by
      funext k
      simp only [cross, opComm_mom, Pi.smul_apply, Finset.smul_sum, smul_mul_assoc]
      exact Finset.sum_congr rfl fun i _ => Finset.sum_congr rfl fun j _ => smul_comm _ _ _
    have hs : ∀ (z : ℂ) (a : Fin 3 → Module.End ℂ Poly), sigmaDot (z • a) = z • sigmaDot a := by
      intro z a
      refine Matrix.ext fun r s => ?_
      simp only [sigmaDot, Matrix.sum_apply, Matrix.map_apply, Matrix.smul_apply,
        Pi.smul_apply, Finset.smul_sum]
      exact Finset.sum_congr rfl fun k _ => smul_comm _ _ _
    have hI : I * (α : ℂ) ^ 2 / 4 * -I = (α : ℂ) ^ 2 / 4 := by
      linear_combination (-((α : ℂ) ^ 2 / 4)) * Complex.I_mul_I
    rw [spinOrbit, hc, hs, smul_smul, hI]

/-- The operators `-i ∂_k` on polynomials commute pairwise, and for the potential `v = x`
the third component of `[p, v] × p` is not zero. -/
theorem mom_witness : (∀ i j, Commute (mom i) (mom j)) ∧
    cross (fun i => opComm (mom i) (mulOp (X 0))) mom 2 ≠ 0 := by
  have hX : ∀ i j n : Fin 3, pderiv i (pderiv j (X n : Poly)) = 0 := by
    intro i j n
    by_cases h : n = j
    · subst h
      rw [pderiv_X_self]
      exact Derivation.map_one_eq_zero _
    · rw [pderiv_X_of_ne h, map_zero]
  -- mixed partial derivatives of a polynomial commute
  have hc : ∀ (i j : Fin 3) (f : Poly), pderiv i (pderiv j f) = pderiv j (pderiv i f) := by
    intro i j f
    induction f using MvPolynomial.induction_on with
    | C a => simp
    | add p q hp hq => simp only [map_add, hp, hq]
    | mul_X p n ih =>
      simp only [Derivation.leibniz, map_add, smul_eq_mul, hX]
      linear_combination X n * ih
  constructor
  · intro i j
    change mom i * mom j = mom j * mom i
    refine LinearMap.ext fun f => ?_
    simp only [mom, Module.End.mul_apply, LinearMap.smul_apply, Derivation.coeFn_coe,
      Derivation.map_smul]
    rw [hc i j f]
  · intro h
    have e : cross (fun i => opComm (mom i) (mulOp (X 0))) mom 2
        = opComm (mom 0) (mulOp (X 0)) * mom 1 - opComm (mom 1) (mulOp (X 0)) * mom 0 := by
      rw [cross_eq]
      rfl
    rw [e, opComm_mom 0, opComm_mom 1] at h
    have h1 := LinearMap.congr_fun h (X 1)
    simp [mom, mulOp, pderiv_X, smul_smul] at h1

end

end PauliDoubleCommutator
```

```lean
#print axioms PauliDoubleCommutator.pauliHam_split
#print axioms PauliDoubleCommutator.darwin_spinOrbit_poly
```

```
'PauliDoubleCommutator.pauliHam_split' depends on axioms: [propext, Classical.choice, Quot.sound]
'PauliDoubleCommutator.darwin_spinOrbit_poly' depends on axioms: [propext, Classical.choice, Quot.sound]
```

## Notes on the proof

`cross_eq` and `sigmaDot_eq` write $a\times b$ and $\sigma\cdot a$ in components, the second as the explicit matrix shown at the start. `dirac_identity` does not go through the product rule for $\sigma_i\sigma_j$. It inserts the explicit matrices, multiplies them out, and compares the four entries; after `simp` has distributed the products, each entry is a complex-linear combination of the terms $a_ib_j$, and `module` matches the coefficients without reordering any factor.

In `sigmaDot_sq`, `h0` is $p\times p=0$, one use of `hp` for each component, and `hz` is $\sigma\cdot0=0$. `opComm_sigmaDot_scalar` is the first commutator, checked entry by entry: a diagonal matrix multiplies each entry by $V$ from the right or from the left.

`double_commutator` follows the derivation closely. Inside `key`, `noncomm_ring` verifies the expansion that ends in $[p_i,p_j]V-V[p_i,p_j]$, and `hp i j` then sets the commutator to zero. `hx` applies `key` to the index pairs $(1,2),(2,0),(0,1)$ and yields $p\times q=-q\times p$; `hneg` moves the sign through $\sigma\cdot{}$; `hs` splits the spin-free sum into $p\cdot q-q\cdot p$. The final rewrite uses `dirac_identity` for $(\sigma\cdot p)(\sigma\cdot q)$ and for $(\sigma\cdot q)(\sigma\cdot p)$, and `module` adds $-i-i=-2i$.

`pauliHam_split` writes $P^4=(P^2)^2$ in `h4` and substitutes the two previous theorems. The map $x\mapsto x\mathbb 1$ respects sums and powers as a ring homomorphism and complex multiples by `hs`, so both sides become combinations of the same few matrices, and `module` compares coefficients, among them $\tfrac{\alpha^2}{8}\cdot2i=\tfrac{i\alpha^2}{4}$.

`opComm_mom` applies both sides to a polynomial `f` and uses `Derivation.leibniz` as the product rule. In `darwin_spinOrbit_poly`, `h2` uses it twice to obtain $-(\partial_k\partial_kv)$, `hc` and `hs` pull the factor $-i$ out of the cross product and out of $\sigma\cdot{}$, and `hI` is the prefactor computation. Commuting momenta are not needed there, since the theorem only evaluates the definitions of $D$ and $S$.

In `mom_witness`, `hc` proves $\partial_i\partial_jf=\partial_j\partial_if$ by induction over polynomials: constants, sums, and multiplication by a coordinate, where `hX` removes the second derivative of the coordinate. The second part supposes that $(q\times p)_2$ vanishes and applies it to `X 1`, the coordinate $x_1$, which contradicts the value $-1$ found above.
